# The mean torsional slope of a periodic C¹ energy integrates to zero over a full turn

Let $s$ be the torsion angle about a bond, in radians, let $y$ be a second coordinate with values in $[0,1]$, and let $U(s,y)$ be the potential energy. With $\beta = 1/(k_BT) > 0$, define

$$Z(s)=\int_0^1 e^{-\beta U(s,y)}\,dy,\qquad m(s)=\frac{1}{Z(s)}\int_0^1 \frac{\partial U}{\partial s}(s,y)\,e^{-\beta U(s,y)}\,dy .$$

The function $m$ is the mean slope at fixed torsion. Many texts call $-m$ the mean force. Thermodynamic integration adds up $m$ to obtain the free energy as a function of $s$. A full turn brings the molecule back to the same geometry, so the free energy should return to its starting value, and the integral of $m$ over the turn should vanish. This is proved below for a continuously differentiable energy that is $2\pi$-periodic in $s$.

The model has a single remaining coordinate with a uniform measure on $[0,1]$. In a real molecule there are many, and their volume element may depend on $s$; passing to that case is a step that the hypotheses do not supply.

## Slope, partition function and average in Lean

```lean
import Mathlib

open MeasureTheory Set
open scoped Real

namespace TorsionalClosure

noncomputable section

/-- The slope `∂U/∂s` of the energy along the torsion angle `s`, at fixed `y`. -/
def torsionSlope (U : ℝ → ℝ → ℝ) (s y : ℝ) : ℝ := deriv (fun t => U t y) s
```

The type `ℝ → ℝ → ℝ` describes a function that takes $s$ first and $y$ second, so `U s y` is $U(s,y)$. The expression `fun t => U t y` is the energy as a function of the angle alone, with $y$ frozen, and `deriv` takes its derivative at $s$. The slope is therefore computed from $U$ and is not a separate input.

```lean
/-- The partition function at fixed torsion angle `s`, with `y` running over `[0,1]`. -/
def partitionFn (β : ℝ) (U : ℝ → ℝ → ℝ) (s : ℝ) : ℝ :=
  ∫ y in (0 : ℝ)..1, Real.exp (-β * U s y)
```

This is $Z(s)$. The notation `∫ y in (0 : ℝ)..1` is the integral from 0 to 1. Only the configurational part appears, without momenta or prefactors.

```lean
/-- The Boltzmann average of `∂U/∂s` over `y` in `[0,1]`, normalized at fixed `s`,
for energies `U` that are continuously differentiable. -/
def meanSlope (β : ℝ) (U : ℝ → ℝ → ℝ) (s : ℝ) : ℝ :=
  (∫ y in (0 : ℝ)..1, torsionSlope U s y * Real.exp (-β * U s y)) / partitionFn β U s
```

This is $m(s)$, with the numerator and the normalization taken at the same fixed angle.

## Smoothness and positivity

```lean
/-- For a C¹ energy, the derivative along the torsion angle is the total differential
applied to a unit displacement of `s`. -/
theorem hasDerivAt_energy {U : ℝ → ℝ → ℝ} (hU : ContDiff ℝ 1 (Function.uncurry U))
    (s y : ℝ) :
    HasDerivAt (fun t => U t y) (fderiv ℝ (Function.uncurry U) (s, y) (1, 0)) s := by
  have h := (hU.differentiable (by norm_num) (s, y)).hasFDerivAt
  have hc : HasDerivAt (fun t : ℝ => (t, y)) ((1 : ℝ), (0 : ℝ)) s :=
    (hasDerivAt_id s).prodMk (hasDerivAt_const s y)
  exact h.comp_hasDerivAt s hc
```

The hypothesis `hU` says that $U$ is C¹ as a function on the plane. `Function.uncurry U` is the same energy written as a function of the pair $(s,y)$, and `ContDiff ℝ 1` means continuously differentiable.

The conclusion is the chain rule. Along the line $t\mapsto(t,y)$ the velocity is $(1,0)$, so

$$\frac{d}{dt}U(t,y)\Big|_{t=s}=DU(s,y)\,(1,0).$$

In the proof, `h` is the total differential, `hc` is the velocity of the line, and the last line composes them.

```lean
/-- For a C¹ energy, the slope `∂U/∂s` is jointly continuous in `s` and `y`. -/
theorem continuous_torsionSlope {U : ℝ → ℝ → ℝ}
    (hU : ContDiff ℝ 1 (Function.uncurry U)) :
    Continuous fun p : ℝ × ℝ => torsionSlope U p.1 p.2 := by
  have h : (fun p : ℝ × ℝ => torsionSlope U p.1 p.2) =
      fun p => fderiv ℝ (Function.uncurry U) p (1, 0) :=
    funext fun p => (hasDerivAt_energy hU p.1 p.2).deriv
  rw [h]
  exact (hU.continuous_fderiv (by norm_num)).clm_apply continuous_const
```

Since $DU$ is continuous on the plane, so is its value on the fixed vector $(1,0)$. Hence $\partial U/\partial s$ is continuous in both variables together.

```lean
/-- For a C¹ energy, the partition function at fixed torsion angle is positive. -/
theorem partitionFn_pos {U : ℝ → ℝ → ℝ} (hU : ContDiff ℝ 1 (Function.uncurry U))
    (β s : ℝ) : 0 < partitionFn β U s := by
  have hy : Continuous fun y => U s y :=
    hU.continuous.comp (continuous_const.prodMk continuous_id)
  have hc : Continuous fun y => Real.exp (-β * U s y) :=
    Real.continuous_exp.comp (continuous_const.mul hy)
  exact intervalIntegral.intervalIntegral_pos_of_pos (hc.intervalIntegrable 0 1)
    (fun y => Real.exp_pos _) one_pos
```

The weight $e^{-\beta U(s,y)}$ is continuous and positive in $y$, so its integral over $[0,1]$ is positive. The division in $m(s)$ is then legitimate, and $\ln Z(s)$ is defined.

## Differentiating under the integral

```lean
/-- For a C¹ energy, the partition function may be differentiated in the torsion angle
under the integral over `y`. -/
theorem hasDerivAt_partitionFn {U : ℝ → ℝ → ℝ}
    (hU : ContDiff ℝ 1 (Function.uncurry U)) (β s : ℝ) :
    HasDerivAt (partitionFn β U)
      (-β * ∫ y in (0 : ℝ)..1, torsionSlope U s y * Real.exp (-β * U s y)) s := by
  have hUc : Continuous fun p : ℝ × ℝ => U p.1 p.2 := hU.continuous
  have hE : Continuous fun p : ℝ × ℝ => Real.exp (-β * U p.1 p.2) :=
    Real.continuous_exp.comp (continuous_const.mul hUc)
  have hD : Continuous fun p : ℝ × ℝ =>
      -β * (torsionSlope U p.1 p.2 * Real.exp (-β * U p.1 p.2)) :=
    continuous_const.mul ((continuous_torsionSlope hU).mul hE)
  have hpair : Continuous fun y : ℝ => (s, y) := continuous_const.prodMk continuous_id
  -- on a compact window around `s` the derivative of the weight is bounded
  obtain ⟨C, hC⟩ := ((isCompact_Icc (a := s - 1) (b := s + 1)).prod
    (isCompact_Icc (a := (0 : ℝ)) (b := 1))).exists_bound_of_continuousOn hD.continuousOn
  have key : HasDerivAt (partitionFn β U)
      (∫ y in (0 : ℝ)..1, -β * (torsionSlope U s y * Real.exp (-β * U s y))) s := by
    refine (intervalIntegral.hasDerivAt_integral_of_dominated_loc_of_deriv_le
      (μ := volume) (a := 0) (b := 1)
      (F := fun t y => Real.exp (-β * U t y))
      (F' := fun t y => -β * (torsionSlope U t y * Real.exp (-β * U t y)))
      (bound := fun _ => C)
      (Icc_mem_nhds (by linarith : s - 1 < s) (by linarith : s < s + 1))
      ?_ ?_ ?_ ?_ ?_ ?_).2
    · refine Filter.Eventually.of_forall fun t => ?_
      have ht : Continuous fun y : ℝ => (t, y) := continuous_const.prodMk continuous_id
      exact (hE.comp ht).aestronglyMeasurable
    · exact (hE.comp hpair).intervalIntegrable 0 1
    · exact (hD.comp hpair).aestronglyMeasurable
    · refine Filter.Eventually.of_forall fun y hy t ht => ?_
      rw [uIoc_of_le zero_le_one] at hy
      exact hC (t, y) ⟨ht, Ioc_subset_Icc_self hy⟩
    · exact continuous_const.intervalIntegrable 0 1
    · refine Filter.Eventually.of_forall fun y _ t _ => ?_
      have h : HasDerivAt (fun t => U t y) (torsionSlope U t y) t :=
        (hasDerivAt_energy hU t y).differentiableAt.hasDerivAt
      exact (h.const_mul (-β)).exp.congr_deriv (by ring)
  rwa [intervalIntegral.integral_const_mul] at key
```

In ordinary notation,

$$Z'(s)=-\beta\int_0^1\frac{\partial U}{\partial s}(s,y)\,e^{-\beta U(s,y)}\,dy .$$

By hand, start from the derivative of the weight at an angle $t$,

$$\frac{\partial}{\partial t}e^{-\beta U(t,y)}=-\beta\,\frac{\partial U}{\partial t}(t,y)\,e^{-\beta U(t,y)} .$$

The right-hand side is continuous, so on the compact rectangle $[s-1,s+1]\times[0,1]$ its absolute value is at most some constant $C$. By the mean value theorem, the difference quotients of the weight are bounded by the same $C$. They converge for each $y$, and dominated convergence lets the limit pass through the integral.

The Lean proof obtains `C` from compactness and passes it to a Mathlib theorem on differentiation under the integral. The six bullets check that theorem's conditions: measurability of the weight, its integrability at $s$, measurability of the derivative, the bound by `C`, integrability of the constant bound, and the derivative at each $y$. The last line pulls $-\beta$ out of the integral.

## One turn of the torsion

```lean
/-- If a C¹ energy gains the constant `w` with every full turn of the torsion, then at
`β > 0` the mean slope integrated over a full turn equals `w`. -/
theorem closure_defect {U : ℝ → ℝ → ℝ} {β w : ℝ} (hβ : 0 < β)
    (hU : ContDiff ℝ 1 (Function.uncurry U))
    (hw : ∀ s, ∀ y ∈ Icc (0 : ℝ) 1, U (s + 2 * π) y = U s y + w) (a : ℝ) :
    ∫ s in a..(a + 2 * π), meanSlope β U s = w := by
  have hβ' : 1 / β * β = 1 := one_div_mul_cancel hβ.ne'
  -- the mean slope has the primitive `-(1/β) ln Z`
  have hd : ∀ s, HasDerivAt (fun t => -(1 / β) * Real.log (partitionFn β U t))
      (meanSlope β U s) s := by
    intro s
    have hZ := (partitionFn_pos hU β s).ne'
    refine (((hasDerivAt_partitionFn hU β s).log hZ).const_mul (-(1 / β))).congr_deriv ?_
    unfold meanSlope
    field_simp
  have hZc : Continuous (partitionFn β U) :=
    continuous_iff_continuousAt.2 fun s => (hasDerivAt_partitionFn hU β s).continuousAt
  have hN : Continuous fun s =>
      ∫ y in (0 : ℝ)..1, torsionSlope U s y * Real.exp (-β * U s y) := by
    apply intervalIntegral.continuous_parametric_intervalIntegral_of_continuous'
    exact (continuous_torsionSlope hU).mul
      (Real.continuous_exp.comp (continuous_const.mul hU.continuous))
  have hm : Continuous (meanSlope β U) :=
    hN.div hZc fun s => (partitionFn_pos hU β s).ne'
  -- a full turn multiplies the partition function by `exp (-β w)`
  have hturn : partitionFn β U (a + 2 * π) = Real.exp (-β * w) * partitionFn β U a := by
    unfold partitionFn
    rw [← intervalIntegral.integral_const_mul]
    refine intervalIntegral.integral_congr fun y hy => ?_
    rw [uIcc_of_le zero_le_one] at hy
    simp only [hw a y hy]
    rw [← Real.exp_add]
    congr 1
    ring
  rw [intervalIntegral.integral_eq_sub_of_hasDerivAt (fun s _ => hd s)
    (hm.intervalIntegrable _ _), hturn,
    Real.log_mul (Real.exp_ne_zero _) (partitionFn_pos hU β a).ne', Real.log_exp]
  linear_combination w * hβ'
```

Here the energy may gain a constant $w$ per turn: $U(s+2\pi,y)=U(s,y)+w$ for every $s$ and every $y$ in $[0,1]$. A torsion under a steady external torque $\tau$ is of this kind. The torque contributes $-\tau s$ to the energy, and $w=-2\pi\tau$. The theorem states that, for every starting angle $a$,

$$\int_a^{a+2\pi}m(s)\,ds=w .$$

The argument by hand has three steps. First, the formula for $Z'$ gives

$$m(s)=-\frac1\beta\,\frac{Z'(s)}{Z(s)}=\frac{d}{ds}\Big[-\frac1\beta\ln Z(s)\Big].$$

Secondly, $m$ is continuous, so the fundamental theorem of calculus applies:

$$\int_a^{a+2\pi}m(s)\,ds=-\frac1\beta\ln\frac{Z(a+2\pi)}{Z(a)} .$$

Thirdly, the gain $w$ does not depend on $y$ and comes out of the integral:

$$Z(a+2\pi)=\int_0^1e^{-\beta(U(a,y)+w)}\,dy=e^{-\beta w}Z(a).$$

The logarithm of the ratio is $-\beta w$, and the result is $w$.

In the code, `hd` is the first step, `hm` is the continuity of $m$, and `hturn` is the third step. The closing `rw` applies the fundamental theorem and splits the logarithm, and `linear_combination` finishes the algebra with $(1/\beta)\beta=1$.

```lean
/-- Closure test: for a C¹ energy that is `2π`-periodic in the torsion angle, at `β > 0`,
the mean slope integrates to zero over a full turn, whatever the starting angle. -/
theorem torsional_closure {U : ℝ → ℝ → ℝ} {β : ℝ} (hβ : 0 < β)
    (hU : ContDiff ℝ 1 (Function.uncurry U))
    (hper : ∀ s, ∀ y ∈ Icc (0 : ℝ) 1, U (s + 2 * π) y = U s y) (a : ℝ) :
    ∫ s in a..(a + 2 * π), meanSlope β U s = 0 :=
  closure_defect hβ hU (fun s y hy => by rw [hper s y hy, add_zero]) a
```

This is the closure statement. If $U(s+2\pi,y)=U(s,y)$ for all $s$ and all $y$ in $[0,1]$, then

$$\int_a^{a+2\pi}m(s)\,ds=0 .$$

The proof is the previous theorem with $w=0$.

## A periodic energy with a jump

Periodicity alone does not give closure. Take the sawtooth $U(s,y)=s-2\pi\lfloor s/2\pi\rfloor$, where $\lfloor x\rfloor$ is the largest integer not exceeding $x$. It is $2\pi$-periodic, and its slope is 1 except at the multiples of $2\pi$, where it jumps. Single points do not affect the integral, so the mean slope integrates to $2\pi$ over a turn. The slope records the climb and misses the drop. Differentiability away from isolated jumps is thus too weak a substitute for the C¹ hypothesis.

## The turn as a sum over windows

In a calculation with 24 windows, the torsion is held at $s_k=k\pi/12$ for $k=0,\dots,23$. In each window $y$ is sampled with weight $e^{-\beta U(s_k,y)}$, and the recorded slopes are averaged to an estimate $m_k$. The trapezoidal rule builds the free-energy profile $A_k$ by

$$A_{k+1}=A_k+\frac{\pi}{24}\,(m_k+m_{k+1}),\qquad m_{24}=m_0 .$$

After the last step the profile has changed by

$$A_{24}-A_0=\frac{\pi}{12}\sum_{k=0}^{23}m_k .$$

This sum stands in for the integral in the theorem, and it differs from zero through sampling and quadrature errors. A common offset of 0.1 kJ/mol per radian in all the $m_k$, for example, contributes $2\pi\times0.1\approx0.63$ kJ/mol to the gap. An error proportional to $\sin s_k$ contributes nothing, because it cancels around the circle.

## Which profiles close

```lean
/-- At `β > 0`, a continuous `2π`-periodic profile `g` integrates to zero over a turn
exactly when it is the mean slope of some C¹ energy that is `2π`-periodic in the torsion. -/
theorem closure_iff_realizable {β : ℝ} (hβ : 0 < β) {g : ℝ → ℝ} (hg : Continuous g)
    (hper : Function.Periodic g (2 * π)) :
    ∫ s in (0 : ℝ)..(2 * π), g s = 0 ↔
      ∃ U : ℝ → ℝ → ℝ, ContDiff ℝ 1 (Function.uncurry U) ∧
        (∀ s, ∀ y ∈ Icc (0 : ℝ) 1, U (s + 2 * π) y = U s y) ∧
        ∀ s, meanSlope β U s = g s := by
  constructor
  · intro h0
    -- the primitive of the profile serves as the energy
    have hG : ∀ s, HasDerivAt (fun u => ∫ x in (0 : ℝ)..u, g x) (g s) s :=
      fun s => (hg.integral_hasStrictDerivAt 0 s).hasDerivAt
    have hG1 : ContDiff ℝ 1 (fun u => ∫ x in (0 : ℝ)..u, g x) := by
      rw [contDiff_one_iff_deriv]
      refine ⟨fun s => (hG s).differentiableAt, ?_⟩
      rw [show deriv (fun u => ∫ x in (0 : ℝ)..u, g x) = g from
        funext fun s => (hG s).deriv]
      exact hg
    have hU : ContDiff ℝ 1 (Function.uncurry fun s _ : ℝ => ∫ x in (0 : ℝ)..s, g x) :=
      hG1.comp contDiff_fst
    refine ⟨fun s _ => ∫ x in (0 : ℝ)..s, g x, hU, fun s y _ => ?_, fun s => ?_⟩
    · have h1 := intervalIntegral.integral_add_adjacent_intervals
        (hg.intervalIntegrable (μ := volume) 0 s)
        (hg.intervalIntegrable (μ := volume) s (s + 2 * π))
      have h2 := hper.intervalIntegral_add_eq s 0
      rw [zero_add, h0] at h2
      linarith
    · have hs : ∀ y, torsionSlope (fun s _ : ℝ => ∫ x in (0 : ℝ)..s, g x) s y = g s :=
        fun y => (hG s).deriv
      have hZ := (partitionFn_pos hU β s).ne'
      unfold meanSlope
      simp only [hs]
      rw [intervalIntegral.integral_const_mul]
      exact mul_div_cancel_right₀ (g s) hZ
  · rintro ⟨U, hU, hUper, hmean⟩
    have h := torsional_closure hβ hU hUper 0
    simp only [hmean, zero_add] at h
    exact h

end

end TorsionalClosure
```

Let $g$ be a continuous $2\pi$-periodic function. The symbol `↔` means "exactly when", and `∃ U` means "there is an energy $U$". The theorem says that $\int_0^{2\pi}g(s)\,ds=0$ exactly when some C¹ energy, $2\pi$-periodic in $s$ for $y$ in $[0,1]$, has $g$ as its mean slope at the given $\beta$. A vanishing integral therefore shows that $g$ belongs to some periodic energy, which need not be the one that was simulated.

For the direction from left to right, use the primitive as an energy that does not depend on $y$:

$$U(s,y)=G(s)=\int_0^s g(x)\,dx .$$

It is C¹ because $G'=g$ is continuous. It is periodic because

$$G(s+2\pi)-G(s)=\int_s^{s+2\pi}g(x)\,dx=\int_0^{2\pi}g(x)\,dx=0 .$$

Its slope is $g(s)$ for every $y$, so $g(s)$ comes out of the average and $m(s)=g(s)\,Z(s)/Z(s)=g(s)$.

In Lean, `hG` is the statement $G'=g$, and `hU` is the smoothness of the energy. The facts `h1` and `h2` give periodicity: the first splits the integral at $s$, and the second moves the integral over one period back to the origin. The other direction, which begins at `rintro`, applies `torsional_closure` with $a=0$ and replaces the mean slope by $g$.

```lean
#print axioms TorsionalClosure.torsional_closure
-- 'TorsionalClosure.torsional_closure' depends on axioms: [propext, Classical.choice, Quot.sound]
#print axioms TorsionalClosure.closure_iff_realizable
-- 'TorsionalClosure.closure_iff_realizable' depends on axioms: [propext, Classical.choice, Quot.sound]
```
